# Magnetised solutions below the linear threshold of the spin-one mean-field model exist exactly when the reduced crystal field exceeds log 4

To solve the mean-field equation of a spin-one ferromagnet by iteration, you choose a starting field, compute the average spin it produces, turn that average into a new field, and repeat. If a small starting field dies away, is there really no magnetised solution, or did the iteration start too low?

Let each spin take the values \(-1,0,1\), with energy \(-J\) times the product of neighbouring spins, \(z\) neighbours, and a crystal-field energy \(D\) for \(s=\pm1\). At inverse temperature \(\beta\), set \(k=\beta zJ\) and \(\Delta=\beta D\). A small field grows under iteration when \(2k>e^\Delta+2\), the linear threshold. For \(\Delta\le\log 4\) this condition also decides whether a magnetised solution exists. For \(\Delta>\log 4\) it does not: there are couplings below the threshold with magnetised solutions that a small starting field misses. This bears on the choice of starting guess in self-consistent calculations, here for a model with a single order parameter.

## From Boltzmann weights to a response function

```lean
import Mathlib

open Filter Topology Set

namespace SpinOneMeanField

noncomputable section
```

In what follows, `def` introduces an object and `theorem` a statement; the proof of a theorem comes after `:=`.

```lean
/-- The three values -1, 0, 1 of a spin-one variable. -/
def spin : Fin 3 → ℝ := ![-1, 0, 1]
```

The indices 0, 1, 2 label the spin values \(-1,0,1\).

```lean
/-- Thermal average of a single spin in the reduced molecular field `x`, with reduced
crystal field `Δ`: each spin value `s` has Boltzmann weight `exp (s x - Δ s²)`. -/
def thermalSpin (Δ x : ℝ) : ℝ :=
  (∑ i, spin i * Real.exp (spin i * x - Δ * spin i ^ 2)) /
    ∑ i, Real.exp (spin i * x - Δ * spin i ^ 2)
```

This is the average spin in a reduced field \(x\):
\[
\langle s\rangle=\frac{\sum_s s\,e^{sx-\Delta s^2}}{\sum_s e^{sx-\Delta s^2}} .
\]
Many texts write \(\Delta\) for the crystal-field energy itself; here it is already multiplied by \(\beta\).

```lean
/-- The response function `F(x) = 2 sinh x / (2 cosh x + c)`, meant for `c > -2`. -/
def response (c x : ℝ) : ℝ := 2 * Real.sinh x / (2 * Real.cosh x + c)
```

The response is \(F(x)=2\sinh x/(2\cosh x+c)\). The theorems about it take \(c\ge0\); at \(c=0\) it is \(\tanh x\), the Ising case.

```lean
/-- The differential response `(4 + 2 c cosh x) / (2 cosh x + c)²`, meant for `c > -2`. -/
def responseSlope (c x : ℝ) : ℝ :=
  (4 + 2 * c * Real.cosh x) / (2 * Real.cosh x + c) ^ 2
```

This formula is shown below to be \(F'(x)\).

```lean
/-- `x` is a positive self-consistent field at coupling `k`: `x > 0` and `x = k F(x)`. -/
def IsOrdered (k c x : ℝ) : Prop := 0 < x ∧ x = k * response c x
```

`IsOrdered k c x` says that \(x>0\) and \(x=kF(x)\). Zero field always solves this equation, and because \(F\) is odd, \(-x\) is a solution whenever \(x\) is; so to find the magnetised solutions it is enough to study the positive ones. Here \(k\) is the coupling, not Boltzmann's constant, and the magnetisation is \(x/k\). The step from a real magnet to this equation, replacing fluctuating neighbours by their average, is assumed.

```lean
/-- The thermal average of the spin is the response function with `c = exp Δ`. -/
theorem thermalSpin_eq (Δ x : ℝ) : thermalSpin Δ x = response (Real.exp Δ) x := by
  have s0 : spin 0 = -1 := by simp [spin]
  have s1 : spin 1 = 0 := by simp [spin]
  have s2 : spin 2 = 1 := by simp [spin]
  have e0 : Real.exp (-1 * x - Δ * (-1) ^ 2) = Real.exp (-x) * Real.exp (-Δ) := by
    rw [← Real.exp_add]; congr 1; ring
  have e1 : Real.exp (0 * x - Δ * 0 ^ 2) = 1 := by simp
  have e2 : Real.exp (1 * x - Δ * 1 ^ 2) = Real.exp x * Real.exp (-Δ) := by
    rw [← Real.exp_add]; congr 1; ring
  have hw : Real.exp Δ * Real.exp (-Δ) = 1 := by
    rw [← Real.exp_add, add_neg_cancel, Real.exp_zero]
  unfold thermalSpin response
  rw [Fin.sum_univ_three, Fin.sum_univ_three, s0, s1, s2, e0, e1, e2,
    Real.sinh_eq, Real.cosh_eq, div_eq_div_iff (by positivity) (by positivity)]
  linear_combination (Real.exp x - Real.exp (-x)) * hw
```

By hand,
\[
\langle s\rangle=\frac{e^{-\Delta}(e^x-e^{-x})}{1+e^{-\Delta}(e^x+e^{-x})}
=\frac{2\sinh x}{2\cosh x+e^\Delta},
\]
so \(c=e^\Delta\). Lean evaluates the three weights, cross-multiplies, and closes with \(e^\Delta e^{-\Delta}=1\), named `hw`.

## Where the slope decreases

```lean
/-- For `c ≥ 0` the derivative of the response function is the differential response. -/
theorem hasDerivAt_response {c : ℝ} (hc : 0 ≤ c) (x : ℝ) :
    HasDerivAt (response c) (responseSlope c x) x := by
  have hd : 2 * Real.cosh x + c ≠ 0 := by linarith [Real.cosh_pos x]
  have h := ((Real.hasDerivAt_sinh x).const_mul 2).fun_div
    (((Real.hasDerivAt_cosh x).const_mul 2).add_const c) hd
  refine h.congr_deriv ?_
  show (2 * Real.cosh x * (2 * Real.cosh x + c) - 2 * Real.sinh x * (2 * Real.sinh x)) /
    (2 * Real.cosh x + c) ^ 2 = (4 + 2 * c * Real.cosh x) / (2 * Real.cosh x + c) ^ 2
  congr 1
  linear_combination 4 * Real.cosh_sq x
```

`HasDerivAt` says that the function has the stated derivative at \(x\). The quotient rule and \(\cosh^2x-\sinh^2x=1\) give
\[
F'(x)=\frac{2\cosh x(2\cosh x+c)-4\sinh^2x}{(2\cosh x+c)^2}
=\frac{4+2c\cosh x}{(2\cosh x+c)^2}.
\]

```lean
/-- For `0 ≤ c ≤ 4` the differential response strictly decreases with the field on `x ≥ 0`. -/
theorem responseSlope_lt {c x y : ℝ} (hc : 0 ≤ c) (h4 : c ≤ 4) (hx : 0 ≤ x) (hxy : x < y) :
    responseSlope c y < responseSlope c x := by
  have hA := Real.one_le_cosh x
  have hAB : Real.cosh x < Real.cosh y := by
    rw [Real.cosh_lt_cosh, abs_of_nonneg hx, abs_of_pos (hx.trans_lt hxy)]
    exact hxy
  unfold responseSlope
  generalize Real.cosh x = A at *
  generalize Real.cosh y = B at *
  have hB : 1 < B := hA.trans_lt hAB
  rw [div_lt_div_iff₀ (by positivity) (by positivity)]
  have h1 : 0 ≤ c * (A * B - 1) := mul_nonneg hc (by nlinarith)
  have h2 : 0 ≤ (4 - c) * (c + 2) ^ 2 := mul_nonneg (by linarith) (sq_nonneg _)
  -- the difference of the two sides factorises, and `c = 4` is where the last term vanishes
  have h3 : 0 < 16 * (A + B - 2) + 8 * (c * (A * B - 1)) + 2 * ((4 - c) * (c + 2) ^ 2) := by
    linarith
  nlinarith [mul_pos (sub_pos.2 hAB) h3]
```

For \(0\le c\le4\) and \(0\le x<y\), the claim is \(F'(y)<F'(x)\). Put \(A=\cosh x\) and \(B=\cosh y\), so \(1\le A<B\). After cross-multiplication, the right side minus the left is
\[
(B-A)\bigl[16(A+B-2)+8c(AB-1)+2(4-c)(c+2)^2\bigr].
\]
The first term in the bracket is positive and the others are non-negative. Lean proves the bracket positive as `h3`; `nlinarith`, a tactic for polynomial inequalities, finishes from its product with \(B-A\).

```lean
private theorem slope_zero {c : ℝ} (hc : 0 ≤ c) : responseSlope c 0 = 2 / (c + 2) := by
  unfold responseSlope
  rw [Real.cosh_zero, div_eq_div_iff (by positivity) (by positivity)]
  ring
```

At zero field, \(F'(0)=(4+2c)/(c+2)^2=2/(c+2)\).

```lean
private theorem response_zero (c : ℝ) : response c 0 = 0 := by simp [response]
```

Zero field gives zero response, since \(\sinh0=0\).

```lean
private theorem continuous_response {c : ℝ} (hc : 0 ≤ c) : Continuous (response c) :=
  continuous_iff_continuousAt.2 fun x => (hasDerivAt_response hc x).continuousAt
```

\(F\) is continuous because it is differentiable.

```lean
private theorem response_pos {c x : ℝ} (hc : 0 ≤ c) (hx : 0 < x) : 0 < response c x :=
  div_pos (by linarith [Real.sinh_pos_iff.2 hx]) (by linarith [Real.cosh_pos x])
```

A positive field gives a positive response: numerator and denominator are both positive.

```lean
private theorem response_lt_one {c : ℝ} (hc : 0 ≤ c) (x : ℝ) : response c x < 1 := by
  unfold response
  rw [div_lt_one (by linarith [Real.cosh_pos x])]
  linarith [Real.sinh_lt_cosh x]
```

The response saturates below 1, because \(\sinh x<\cosh x\) and \(c\ge0\).

```lean
private theorem coupling_pos {c k a : ℝ} (hc : 0 ≤ c) (ha : 0 < a)
    (h : a ≤ k * response c a) : 0 < k := by
  by_contra hk
  have := mul_nonpos_of_nonpos_of_nonneg (not_lt.1 hk) (response_pos hc ha).le
  linarith
```

If \(a>0\) and \(a\le kF(a)\), then \(k>0\); otherwise the right side would be at most zero.

## Tools for finding and comparing solutions

```lean
private theorem mean_value {c a b : ℝ} (hc : 0 ≤ c) (hab : a < b) :
    ∃ t ∈ Ioo a b, responseSlope c t * (b - a) = response c b - response c a := by
  obtain ⟨t, ht, h⟩ := exists_hasDerivAt_eq_slope (response c) (responseSlope c) hab
    (continuous_response hc).continuousOn (fun x _ => hasDerivAt_response hc x)
  exact ⟨t, ht, by rw [h, div_mul_cancel₀ _ (sub_pos.2 hab).ne']⟩
```

This is the mean value theorem: some \(t\) in the open interval \((a,b)\), written `Ioo a b`, satisfies \(F'(t)(b-a)=F(b)-F(a)\).

```lean
private theorem exists_small_pos {f : ℝ → ℝ} {d a : ℝ} (hf : HasDerivAt f d 0)
    (h0 : f 0 = 0) (hd : 0 < d) (ha : 0 < a) : ∃ x, 0 < x ∧ x < a ∧ 0 < f x := by
  have h := hf.tendsto_slope_zero_right.eventually_const_lt hd
  have h2 : ∀ᶠ x in 𝓝[>] (0 : ℝ), x ∈ Ioo 0 a := Ioo_mem_nhdsGT ha
  obtain ⟨x, hx, hxa⟩ := (h.and h2).exists
  simp only [zero_add, h0, sub_zero, smul_eq_mul] at hx
  exact ⟨x, hxa.1, hxa.2, (mul_pos_iff_of_pos_left (inv_pos.2 hxa.1)).1 hx⟩
```

If \(f(0)=0\) and \(f'(0)=d>0\), then \(f\) is positive somewhere in \((0,a)\), because \(f(x)/x\to d\) as \(x\to0^+\). The symbol `∀ᶠ` means "for all points close enough".

```lean
/-- For `c ≥ 0`, if the field `k F(a)` produced by a trial field `a > 0` exceeds `a`, then a
self-consistent field larger than `a` exists. -/
theorem exists_ordered_above {c k a : ℝ} (hc : 0 ≤ c) (ha : 0 < a)
    (h : a < k * response c a) : ∃ x, a < x ∧ IsOrdered k c x := by
  have hk := coupling_pos hc ha h.le
  have hr := response_lt_one hc a
  have hak : a < k := by nlinarith
  have hcont : Continuous fun x => x - k * response c x :=
    continuous_id.sub (continuous_const.mul (continuous_response hc))
  -- saturation `F < 1` bounds the self-consistent field by `k`
  have hkk : 0 < k - k * response c k := by nlinarith [response_lt_one hc k]
  obtain ⟨x, hx, he⟩ := intermediate_value_Ioo hak.le hcont.continuousOn
    (show (0 : ℝ) ∈ Ioo (a - k * response c a) (k - k * response c k) from
      ⟨by linarith, hkk⟩)
  exact ⟨x, hx.1, ha.trans hx.1, sub_eq_zero.1 he⟩
```

Suppose a trial field \(a>0\) produces a larger field, \(a<kF(a)\). Let \(g(x)=x-kF(x)\). Then \(g(a)<0\), while saturation gives \(a<k\) and \(g(k)=k(1-F(k))>0\). By the intermediate value theorem, \(g\) vanishes between \(a\) and \(k\).

```lean
private theorem ordered_slope {c k x : ℝ} (hc : 0 ≤ c) (h : IsOrdered k c x) :
    ∃ t ∈ Ioo 0 x, k * responseSlope c t = 1 := by
  obtain ⟨hx, he⟩ := h
  obtain ⟨t, ht, hm⟩ := mean_value hc hx
  refine ⟨t, ht, mul_right_cancel₀ hx.ne' ?_⟩
  linear_combination k * hm - he - k * response_zero c
```

If \(x\) is a positive solution, then \(x=k[F(x)-F(0)]=kF'(t)x\) for some \(t\in(0,x)\). Dividing by \(x\) gives \(kF'(t)=1\).

```lean
private theorem not_two {c k x y : ℝ} (hc : 0 ≤ c) (h4 : c ≤ 4) (hx : IsOrdered k c x)
    (hy : IsOrdered k c y) : ¬ x < y := by
  intro hxy
  have hk := coupling_pos hc hx.1 hx.2.le
  obtain ⟨s, hs, h1⟩ := ordered_slope hc hx
  obtain ⟨t, ht, hm⟩ := mean_value hc hxy
  have h2 : k * responseSlope c t = 1 := by
    refine mul_right_cancel₀ (sub_pos.2 hxy).ne' ?_
    linear_combination k * hm - hy.2 + hx.2
  nlinarith [responseSlope_lt hc h4 hs.1.le (hs.2.trans ht.1)]
```

Let \(c\le4\) and suppose there were two solutions \(x<y\). The previous lemma gives \(s\in(0,x)\) with \(kF'(s)=1\). Subtracting the two equations gives \(t\in(x,y)\) with \(kF'(t)=1\). But \(s<t\) requires \(F'(t)<F'(s)\), a contradiction.

## At most one positive solution up to \(c=4\)

```lean
/-- For `0 ≤ c ≤ 4` a positive self-consistent field exists exactly when `2k > c + 2`,
and there is at most one. -/
theorem continuous_regime {c : ℝ} (hc : 0 ≤ c) (h4 : c ≤ 4) (k : ℝ) :
    ((∃ x, IsOrdered k c x) ↔ c + 2 < 2 * k) ∧
      ∀ x y, IsOrdered k c x → IsOrdered k c y → x = y := by
  have hc2 : 0 < c + 2 := by linarith
  refine ⟨⟨?_, fun h => ?_⟩, fun x y hx hy =>
    le_antisymm (not_lt.1 (not_two hc h4 hy hx)) (not_lt.1 (not_two hc h4 hx hy))⟩
  · rintro ⟨x, hx⟩
    have hk := coupling_pos hc hx.1 hx.2.le
    obtain ⟨t, ht, h1⟩ := ordered_slope hc hx
    have h2 := responseSlope_lt hc h4 le_rfl ht.1
    rw [slope_zero hc, lt_div_iff₀ hc2] at h2
    nlinarith [mul_lt_mul_of_pos_left h2 hk]
  · -- above threshold the zero field is linearly unstable
    have hd := ((hasDerivAt_response hc 0).const_mul k).fun_sub (hasDerivAt_id' (0 : ℝ))
    have hp : 0 < k * responseSlope c 0 - 1 := by
      rw [slope_zero hc, ← mul_div_assoc, sub_pos, lt_div_iff₀ hc2]
      linarith
    obtain ⟨a, ha, -, hf⟩ := exists_small_pos hd (by simp [response_zero]) hp one_pos
    obtain ⟨x, -, hx⟩ := exists_ordered_above hc ha (sub_pos.1 hf)
    exact ⟨x, hx⟩
```

For \(0\le c\le4\) and any real \(k\), a positive solution exists if and only if \(2k>c+2\), and there is at most one.

If a solution exists, then for some \(t>0\)
\[
1=kF'(t)<kF'(0)=\frac{2k}{c+2}.
\]
Conversely, above the threshold \(kF(x)-x\) has positive slope at zero, so `exists_small_pos` supplies a trial field \(a\) with \(kF(a)>a\), and `exists_ordered_above` turns it into a solution. Uniqueness applies `not_two` in both orders.

## Two positive solutions below the threshold

```lean
/-- For `c > 4` there is a window of couplings `k₀ < k < (c + 2)/2`, with `k₀ > 0`, in which
at least two positive self-consistent fields exist. -/
theorem coexistence_window {c : ℝ} (h4 : 4 < c) :
    ∃ k₀, 0 < k₀ ∧ 2 * k₀ < c + 2 ∧ ∀ k, k₀ < k → 2 * k < c + 2 →
      ∃ x y, x < y ∧ IsOrdered k c x ∧ IsOrdered k c y := by
  have hc : 0 ≤ c := by linarith
  have hc2 : 0 < c + 2 := by linarith
  have hB : Real.cosh 0 < (c ^ 2 - 2 * c - 4) / 4 := by rw [Real.cosh_zero]; nlinarith
  have hev : ∀ᶠ x in 𝓝[>] (0 : ℝ), Real.cosh x < (c ^ 2 - 2 * c - 4) / 4 :=
    ((Real.continuous_cosh.tendsto 0).mono_left nhdsWithin_le_nhds).eventually_lt_const hB
  have hpos : ∀ᶠ x in 𝓝[>] (0 : ℝ), 0 < x := self_mem_nhdsWithin
  obtain ⟨a, haB, ha⟩ := (hev.and hpos).exists
  -- the response at `a` exceeds its linear extrapolation from zero field
  have hra : 2 * a < (c + 2) * response c a := by
    obtain ⟨t, ht, hm⟩ := mean_value hc ha
    have h1 : 1 < Real.cosh t := Real.one_lt_cosh.2 ht.1.ne'
    have h2 : Real.cosh t < Real.cosh a := by
      rw [Real.cosh_lt_cosh, abs_of_pos ht.1, abs_of_pos ha]
      exact ht.2
    have h3 : 2 / (c + 2) < responseSlope c t := by
      unfold responseSlope
      rw [div_lt_div_iff₀ hc2 (by positivity)]
      have h5 : 0 < c ^ 2 - 2 * c - 4 - 4 * Real.cosh t := by linarith
      nlinarith [mul_pos (sub_pos.2 h1) h5]
    rw [div_lt_iff₀ hc2] at h3
    rw [response_zero, sub_zero, sub_zero] at hm
    rw [← hm]
    nlinarith [mul_lt_mul_of_pos_right h3 ha]
  have hr := response_pos hc ha
  refine ⟨a / response c a, div_pos ha hr, ?_, fun k hk hk2 => ?_⟩
  · rw [← mul_div_assoc, div_lt_iff₀ hr]
    exact hra
  rw [div_lt_iff₀ hr] at hk
  obtain ⟨y, hay, hy⟩ := exists_ordered_above hc ha hk
  -- below threshold the zero field is linearly stable, which forces a crossing before `a`
  have hd := (hasDerivAt_id' (0 : ℝ)).fun_sub ((hasDerivAt_response hc 0).const_mul k)
  have hp : 0 < 1 - k * responseSlope c 0 := by
    rw [slope_zero hc, ← mul_div_assoc, sub_pos, div_lt_iff₀ hc2]
    linarith
  obtain ⟨s, hs, hsa, hf⟩ := exists_small_pos hd (by simp [response_zero]) hp ha
  have hcont : Continuous fun x => x - k * response c x :=
    continuous_id.sub (continuous_const.mul (continuous_response hc))
  obtain ⟨x, hx, he⟩ := intermediate_value_Ioo' hsa.le hcont.continuousOn
    (show (0 : ℝ) ∈ Ioo (a - k * response c a) (s - k * response c s) from
      ⟨by linarith, hf⟩)
  exact ⟨x, y, hx.2.trans hay, ⟨hs.trans hx.1, sub_eq_zero.1 he⟩, hy⟩
```

For \(c>4\), there is a \(k_0>0\) below \((c+2)/2\) such that every coupling between the two has at least two positive solutions. The theorem does not say that \(k_0\) is the smallest possible.

With \(C=\cosh t\), cross-multiplying \(F'(t)>2/(c+2)\) turns it into
\[
2(C-1)(c^2-2c-4-4C)>0 .
\]
This holds for \(1<C<(c^2-2c-4)/4\), a non-empty range because \((c-4)(c+2)>0\). Choose \(a>0\) with \(\cosh a\) below the upper bound. The mean value theorem then gives \(F(a)>2a/(c+2)\), which is `hra`. Set \(k_0=a/F(a)\), so that \(k_0<(c+2)/2\).

For \(k_0<k<(c+2)/2\), the function \(g(x)=x-kF(x)\) is negative at \(a\), so there is a solution \(y>a\). Its slope at zero, \(1-2k/(c+2)\), is positive, so \(g(s)>0\) for some \(s<a\), and a second solution \(x\) lies between \(s\) and \(a\).

In an actual calculation with \(c=10\) and \(k=5\), the linear threshold is at \(k=6\). Iterating \(x\mapsto kF(x)\) from \(x=0.1\) leads to zero; from \(x=5\) it settles near \(x=4.50\), a magnetisation of about 0.90. The other positive solution, near 1.74, separates the two outcomes.

## The threshold in terms of the crystal field

```lean
/-- For the spin-one mean-field model, a positive self-consistent field exists at some
coupling `k > 0` with `2k < exp Δ + 2` exactly when the reduced crystal field exceeds `log 4`. -/
theorem tricritical_threshold (Δ : ℝ) :
    (∃ k, 0 < k ∧ 2 * k < Real.exp Δ + 2 ∧ ∃ x, 0 < x ∧ x = k * thermalSpin Δ x) ↔
      Real.log 4 < Δ := by
  simp only [thermalSpin_eq]
  rw [Real.log_lt_iff_lt_exp (by norm_num)]
  constructor
  · rintro ⟨k, -, hk, hx⟩
    by_contra h
    have := (continuous_regime (Real.exp_pos Δ).le (not_lt.1 h) k).1.1 hx
    linarith
  · intro h
    obtain ⟨k₀, h0, h1, h2⟩ := coexistence_window h
    obtain ⟨x, -, -, hx, -⟩ := h2 ((k₀ + (Real.exp Δ + 2) / 2) / 2)
      (by linarith) (by linarith)
    exact ⟨_, by linarith, by linarith, x, hx⟩

end

end SpinOneMeanField
```

A coupling \(k>0\) with \(2k<e^\Delta+2\) and a positive solution of \(x=k\langle s\rangle\) exists if and only if \(\Delta>\log4\).

Lean replaces the spin average by \(F\) with \(c=e^\Delta\). If \(c\le4\), `continuous_regime` would force \(2k>c+2\), a contradiction. If \(c>4\), the midpoint of the window from `coexistence_window` is a suitable coupling.

The name "tricritical" refers to the point where a line of continuous transitions becomes first order. The theorem locates the change in the existence of solutions; deciding which solution is the equilibrium state, and where a first-order transition occurs, takes a comparison of free energies.

```lean
#print axioms SpinOneMeanField.tricritical_threshold
```

```
'SpinOneMeanField.tricritical_threshold' depends on axioms: [propext, Classical.choice, Quot.sound]
```
